# Three torsional wells with equal tunnelling element −t < 0: one A level at e − 2t, one doubly degenerate E level at e + t

A code that takes the tunnelling parameter of a threefold rotor from its level splitting goes wrong by a factor of 3/2 if it carries over the two-well rule, in which the gap is \(2t\). With three wells the gap is \(3t\). For \(t>0\), a sign error in all the off-diagonal elements does different damage: it puts the degenerate pair at the bottom of the spectrum. And a code that doesn't expect a degenerate pair may read meaning into the particular two eigenvectors that its diagonaliser happens to return.

## A gap of 3t between a singlet and a doublet

Take one localised torsional state in each of three equivalent wells, numbered 0, 1, 2. Let \(e\) be the energy of a well and \(-t\) the matrix element between any two wells, both real. The Hamiltonian is

\[
H=\begin{pmatrix} e&-t&-t\\ -t&e&-t\\ -t&-t&e\end{pmatrix},
\qquad
\det(X I-H)=(X-e+2t)(X-e-t)^2 ,
\]

where \(I\) is the identity matrix and \(X\) the polynomial variable. For \(t>0\) the lower level, \(e-2t\), is nondegenerate and its states are unchanged by the threefold rotation (type A). The upper level, \(e+t\), is doubly degenerate, and each of its states adds up to zero with its two rotated copies (type E). The condition \(t>0\) says that tunnelling favours equal amplitudes of the same sign in all wells.

## Fitting e and t, and comparing degenerate eigenvectors

For a single rotor such as a methyl group, restricted to one state per well, the factorised determinant turns two computed energies into the two model parameters. If \(E_A\) and \(E_E\) are the energies of the singlet and the doublet, then

\[
t=\frac{E_E-E_A}{3},\qquad e=\frac{E_A+2E_E}{3}.
\]

These formulas return an \(e\) and a \(t\) for any two energies, so a successful fit is no evidence for the model. The degeneracy does carry information: if a real symmetric three-well matrix has three distinct eigenvalues, it doesn't have the threefold symmetry. If the rotor is meant to have it and the differences exceed the numerical error, the code that built the matrix should be examined.

Within the doublet, any orthonormal pair of eigenvectors is as good as any other. A regression check should therefore compare the two-dimensional subspace, for instance through its projector, and not the individual vectors.

## The total amplitude decides the energy

Write a state as \(v=(v_0,v_1,v_2)\) and let \(S=v_0+v_1+v_2\) be its total amplitude. The two wells other than \(i\) have amplitudes adding up to \(S-v_i\), so

\[
(Hv)_i=e\,v_i-t(S-v_i)=(e+t)v_i-tS .
\]

**The characteristic polynomial.** Put \(a=X-e\). The matrix \(XI-H\) has \(a\) on the diagonal and \(t\) everywhere else, and its determinant is

\[
a^3+2t^3-3at^2=(a+2t)(a-t)^2 .
\]

Multiplying out the right-hand side confirms the factorisation: the terms in \(a^2t\) cancel, and \(at^2-4at^2=-3at^2\).

**The level \(e-2t\).** The eigenvalue equation reads \((e+t)v_i-tS=(e-2t)v_i\), that is, \(3t\,v_i=tS\) for each \(i\). Subtracting two of these equations gives \(3t(v_i-v_j)=0\), so for \(t\neq0\) all amplitudes are equal. Conversely, equal amplitudes give \(S=3v_i\) and satisfy the equation. The rotation \(R\) acts as \(Rv=(v_2,v_0,v_1)\), and \(Rv=v\) also means that all amplitudes are equal. The level is therefore spanned by one normalised state, \((1,1,1)/\sqrt3\).

**The level \(e+t\).** Now the eigenvalue equation reduces to \(tS=0\), hence to \(S=0\) when \(t\neq0\). Since \(R^2v=(v_1,v_2,v_0)\),

\[
v+Rv+R^2v=(S,S,S),
\]

and this vanishes exactly when \(S=0\). One nontrivial linear condition on three amplitudes leaves two dimensions. An orthonormal basis is \((1,-1,0)/\sqrt2\) and \((1,1,-2)/\sqrt6\).

**The form of the matrix.** Let \(M\) be a real symmetric \(3\times3\) matrix with \(RM=MR\). Comparing entries gives \(M_{ij}=M_{i+1,j+1}\), with indices taken modulo 3. Hence

\[
M_{00}=M_{11}=M_{22},\qquad M_{01}=M_{12}=M_{20},\qquad M_{02}=M_{10}=M_{21}.
\]

Symmetry gives \(M_{01}=M_{10}\), so all off-diagonal entries agree, and \(M\) is the matrix \(H\) with \(e=M_{00}\) and \(t=-M_{01}\). Conversely, \(H=(e+t)I-tJ\), where \(J\) is the matrix of ones. Permuting the rows or the columns of \(J\) leaves it unchanged, so \(H\) commutes with \(R\).

## Levels 1, 7, 7 from e = 5 and t = 2

In arbitrary energy units, take \(e=5\) and \(t=2\):

\[
H=\begin{pmatrix}5&-2&-2\\-2&5&-2\\-2&-2&5\end{pmatrix}.
\]

Acting on the unnormalised eigenvectors gives

\[
H(1,1,1)=(1,1,1),\quad
H(1,-1,0)=(7,-7,0),\quad
H(1,1,-2)=(7,7,-14).
\]

The levels are 1, 7 and 7. Their sum is 15, the trace of \(H\), and their product is 49, its determinant. The fit formulas return \(t=(7-1)/3=2\) and \(e=(1+14)/3=5\), whereas the two-well rule would give \(t=3\). With \(+2\) in place of \(-2\) off the diagonal, the levels would be 3, 3 and 9, with the doublet lowest.

## The three-well Hamiltonian in Lean

```lean
import Mathlib

open Matrix Polynomial

namespace ThreefoldTorsion

noncomputable section

/-- The Hamiltonian of three torsional wells of energy `e`, with tunnelling matrix element
`-t` between any two of them. -/
def torsionH (e t : ℝ) : Matrix (Fin 3) (Fin 3) ℝ :=
  !![e, -t, -t; -t, e, -t; -t, -t, e]

/-- The threefold rotation, which carries the amplitude in each well to the next well. -/
def threefoldRotation : Matrix (Fin 3) (Fin 3) ℝ :=
  !![0, 0, 1; 1, 0, 0; 0, 1, 0]

/-- The rotation permutes the three well amplitudes cyclically. -/
theorem threefoldRotation_mulVec (v : Fin 3 → ℝ) :
    threefoldRotation *ᵥ v = ![v 2, v 0, v 1] := by
  ext i
  fin_cases i <;> simp [threefoldRotation, Matrix.mulVec, dotProduct, Fin.sum_univ_three]

/-- The Hamiltonian multiplies each amplitude by `e + t` and subtracts `t` times the total
amplitude. -/
theorem torsionH_mulVec (e t : ℝ) (v : Fin 3 → ℝ) :
    torsionH e t *ᵥ v = fun i => (e + t) * v i - t * (v 0 + v 1 + v 2) := by
  ext i
  fin_cases i <;> simp [torsionH, Matrix.mulVec, dotProduct, Fin.sum_univ_three] <;> ring

/-- A real symmetric Hamiltonian on three wells commutes with the threefold rotation exactly
when it has a single well energy and a single tunnelling matrix element. -/
theorem symmetric_and_commutes_iff (M : Matrix (Fin 3) (Fin 3) ℝ) :
    (M.IsSymm ∧ threefoldRotation * M = M * threefoldRotation) ↔
      ∃ e t : ℝ, M = torsionH e t := by
  constructor
  · rintro ⟨hs, hc⟩
    -- the rotation identifies matrix elements along each cyclic diagonal
    have c00 := congrFun (congrFun hc 0) 0
    have c10 := congrFun (congrFun hc 1) 0
    have c21 := congrFun (congrFun hc 2) 1
    have c11 := congrFun (congrFun hc 1) 1
    simp [threefoldRotation, Matrix.mul_apply, Fin.sum_univ_three] at c00 c10 c21 c11
    -- symmetry identifies the two remaining diagonals
    have s01 := hs.apply 0 1
    have s02 := hs.apply 0 2
    have s12 := hs.apply 1 2
    refine ⟨M 0 0, -M 0 1, ?_⟩
    ext i j
    fin_cases i <;> fin_cases j <;> simp [torsionH] <;> linarith
  · rintro ⟨e, t, rfl⟩
    constructor
    · apply Matrix.IsSymm.ext
      intro i j
      fin_cases i <;> fin_cases j <;> simp [torsionH]
    · ext i j
      fin_cases i <;> fin_cases j <;>
        simp [torsionH, threefoldRotation, Matrix.mul_apply, Fin.sum_univ_three]

/-- With nonzero tunnelling, a real amplitude vector solves the eigenvalue equation at energy `e -
2t` exactly when the threefold rotation leaves it unchanged. -/
theorem A_level_iff (e : ℝ) {t : ℝ} (ht : t ≠ 0) (v : Fin 3 → ℝ) :
    torsionH e t *ᵥ v = (e - 2 * t) • v ↔ threefoldRotation *ᵥ v = v := by
  rw [torsionH_mulVec, threefoldRotation_mulVec]
  constructor
  · intro h
    have h0 : (e + t) * v 0 - t * (v 0 + v 1 + v 2) = (e - 2 * t) * v 0 := congrFun h 0
    have h1 : (e + t) * v 1 - t * (v 0 + v 1 + v 2) = (e - 2 * t) * v 1 := congrFun h 1
    have h2 : (e + t) * v 2 - t * (v 0 + v 1 + v 2) = (e - 2 * t) * v 2 := congrFun h 2
    -- differences of the eigenvalue equations force equal amplitudes
    have a01 : v 0 = v 1 := mul_left_cancel₀ ht (by linear_combination (h0 - h1) / 3)
    have a12 : v 1 = v 2 := mul_left_cancel₀ ht (by linear_combination (h1 - h2) / 3)
    ext i
    fin_cases i
    · exact (a01.trans a12).symm
    · exact a01
    · exact a12
  · intro h
    have h0 : v 2 = v 0 := congrFun h 0
    have h1 : v 0 = v 1 := congrFun h 1
    ext i
    fin_cases i <;> simp <;> rw [h0, ← h1] <;> ring

/-- With nonzero tunnelling, the states of energy `e + t` are exactly those whose three rotated
copies add up to zero. -/
theorem E_level_iff (e : ℝ) {t : ℝ} (ht : t ≠ 0) (v : Fin 3 → ℝ) :
    torsionH e t *ᵥ v = (e + t) • v ↔
      v + threefoldRotation *ᵥ v + threefoldRotation *ᵥ (threefoldRotation *ᵥ v) = 0 := by
  simp only [torsionH_mulVec, threefoldRotation_mulVec]
  constructor
  · intro h
    have h0 : (e + t) * v 0 - t * (v 0 + v 1 + v 2) = (e + t) * v 0 := congrFun h 0
    -- the total amplitude must vanish
    have hs : v 0 + v 1 + v 2 = 0 := mul_left_cancel₀ ht (by linear_combination -h0)
    have g0 : v 0 + v 2 + v 1 = 0 := by linarith
    have g1 : v 1 + v 0 + v 2 = 0 := by linarith
    have g2 : v 2 + v 1 + v 0 = 0 := by linarith
    ext i
    fin_cases i
    · exact g0
    · exact g1
    · exact g2
  · intro h
    have h0 : v 0 + v 2 + v 1 = 0 := congrFun h 0
    have hs : v 0 + v 1 + v 2 = 0 := by linarith
    ext i
    simp [hs]

/-- The characteristic polynomial of the three-well Hamiltonian is the product of `X - (e - 2t)` and
the square of `X - (e + t)`. -/
theorem torsionH_charpoly (e t : ℝ) :
    (torsionH e t).charpoly = (X - C (e - 2 * t)) * (X - C (e + t)) ^ 2 := by
  have h2 : (C (2 : ℝ) : ℝ[X]) = 2 := map_ofNat C 2
  simp only [Matrix.charpoly, Matrix.det_fin_three, Matrix.charmatrix_apply]
  simp [torsionH, h2]
  ring

/-- With nonzero tunnelling, the level `e - 2t` is nondegenerate. -/
theorem finrank_A_level (e : ℝ) {t : ℝ} (ht : t ≠ 0) :
    Module.finrank ℝ (Module.End.eigenspace (Matrix.toLin' (torsionH e t)) (e - 2 * t)) = 1 := by
  have hspan : Module.End.eigenspace (Matrix.toLin' (torsionH e t)) (e - 2 * t) =
      Submodule.span ℝ {(fun _ => 1 : Fin 3 → ℝ)} := by
    ext v
    rw [Module.End.mem_eigenspace_iff, Matrix.toLin'_apply, A_level_iff e ht,
      threefoldRotation_mulVec, Submodule.mem_span_singleton]
    constructor
    · intro h
      have h0 : v 2 = v 0 := congrFun h 0
      have h1 : v 0 = v 1 := congrFun h 1
      refine ⟨v 0, ?_⟩
      ext i
      fin_cases i <;> simp [h0, ← h1]
    · rintro ⟨a, rfl⟩
      ext i
      fin_cases i <;> simp
  rw [hspan]
  exact finrank_span_singleton (fun h => one_ne_zero (congrFun h 0))

/-- With nonzero tunnelling, the level `e + t` is doubly degenerate. -/
theorem finrank_E_level (e : ℝ) {t : ℝ} (ht : t ≠ 0) :
    Module.finrank ℝ (Module.End.eigenspace (Matrix.toLin' (torsionH e t)) (e + t)) = 2 := by
  -- the total amplitude as a linear functional
  obtain ⟨f, hf⟩ : ∃ f : (Fin 3 → ℝ) →ₗ[ℝ] ℝ, ∀ v, f v = v 0 + v 1 + v 2 :=
    ⟨{ toFun := fun v => v 0 + v 1 + v 2
       map_add' := by intro v w; simp only [Pi.add_apply]; ring
       map_smul' := by
        intro a v; simp only [Pi.smul_apply, smul_eq_mul, RingHom.id_apply]; ring },
      fun _ => rfl⟩
  have hker : Module.End.eigenspace (Matrix.toLin' (torsionH e t)) (e + t) =
      LinearMap.ker f := by
    ext v
    rw [Module.End.mem_eigenspace_iff, Matrix.toLin'_apply, LinearMap.mem_ker, hf,
      torsionH_mulVec]
    constructor
    · intro h
      have h0 : (e + t) * v 0 - t * (v 0 + v 1 + v 2) = (e + t) * v 0 := congrFun h 0
      exact mul_left_cancel₀ ht (by linear_combination -h0)
    · intro h
      ext i
      simp [h]
  have hsurj : Function.Surjective f := fun y => ⟨fun _ => y / 3, by rw [hf]; ring⟩
  -- one linear condition on three amplitudes leaves two dimensions
  have hrank := f.finrank_range_add_finrank_ker
  rw [LinearMap.range_eq_top.2 hsurj, finrank_top, Module.finrank_self,
    Module.finrank_fin_fun] at hrank
  rw [hker]
  omega

/-- For `t > 0` the three-well Hamiltonian has a nondegenerate level `e - 2t` below `e` and a doubly
degenerate level `e + t` above `e`, and its characteristic polynomial is the product of `X - (e -
2t)` and the square of `X - (e + t)`. -/
theorem torsional_splitting (e : ℝ) {t : ℝ} (ht : 0 < t) :
    (torsionH e t).charpoly = (X - C (e - 2 * t)) * (X - C (e + t)) ^ 2 ∧
    Module.finrank ℝ (Module.End.eigenspace (Matrix.toLin' (torsionH e t)) (e - 2 * t)) = 1 ∧
    Module.finrank ℝ (Module.End.eigenspace (Matrix.toLin' (torsionH e t)) (e + t)) = 2 ∧
    e - 2 * t < e ∧ e < e + t :=
  ⟨torsionH_charpoly e t, finrank_A_level e ht.ne', finrank_E_level e ht.ne',
    by linarith, by linarith⟩

end

end ThreefoldTorsion
```

```lean
#print axioms ThreefoldTorsion.symmetric_and_commutes_iff
#print axioms ThreefoldTorsion.E_level_iff
#print axioms ThreefoldTorsion.torsional_splitting
```

```
'ThreefoldTorsion.symmetric_and_commutes_iff' depends on axioms: [propext, Classical.choice, Quot.sound]
'ThreefoldTorsion.E_level_iff' depends on axioms: [propext, Classical.choice, Quot.sound]
'ThreefoldTorsion.torsional_splitting' depends on axioms: [propext, Classical.choice, Quot.sound]
```

## What the Lean statements say about the rotor

A state is a function `Fin 3 → ℝ`, a list of three real amplitudes numbered from 0. Quantum states may also have complex amplitudes. Since \(H\) is real, the real and imaginary parts of a complex solution are themselves solutions, so the degeneracies are the same. A complex state of the doublet can return to itself times a phase under the rotation; "unchanged" here means that the vector itself, phase included, stays the same. `torsionH e t` is \(H\), `threefoldRotation` is \(R\), and `*ᵥ` applies a matrix to a state. Mathlib's `charpoly` is \(\det(XI-H)\), and `C` turns a real number into a constant polynomial. `Matrix.toLin'` converts the matrix into a linear map, whose `eigenspace` at a given energy contains all solutions of the eigenvalue equation, including the zero vector. `Module.finrank` is the dimension of that space, hence the degeneracy of the level.

The final theorem, `torsional_splitting`, takes any real `e` and a positive `t`. It states the factorised characteristic polynomial, the dimensions one and two of the eigenspaces, and the inequalities that place \(e-2t\) below \(e\) and \(e+t\) above it. The sign of `t` matters only for these inequalities. `torsionH_charpoly` holds for all real `e` and `t`, and the two dimension theorems need only `t ≠ 0`. At \(t=0\) the two levels merge into one threefold degenerate level; for negative \(t\) the doublet lies below the singlet.

The symmetry labels come from `A_level_iff` and `E_level_iff`, which describe the solutions at each energy through the rotation alone. `symmetric_and_commutes_iff` says that a real symmetric matrix on three wells commutes with the rotation exactly when it equals `torsionH e t` for some `e` and `t`. For a real symmetric matrix, equal tunnelling between all pairs of wells is thus a consequence of the threefold symmetry and involves no further approximation within this three-state space.

## From the eigenvalue equations to the Lean proofs

`torsionH_mulVec` establishes \((Hv)_i=(e+t)v_i-tS\) by treating the three wells separately with `fin_cases` and finishing with `ring`. `threefoldRotation_mulVec` establishes the cyclic shift of the amplitudes by the same case split, with `simp` alone. The later arguments about states start from these two formulas.

In `A_level_iff`, the hypotheses `h0`, `h1` and `h2` are the three components of the eigenvalue equation. The step `linear_combination (h0 - h1) / 3` is the subtraction that yields \(tv_0=tv_1\), and `mul_left_cancel₀ ht` divides by the nonzero \(t\). In `E_level_iff`, a single component already gives \(tS=0\), and the same cancellation leaves \(S=0\).

The proof of `torsionH_charpoly` expands the determinant with `Matrix.det_fin_three` and leaves the comparison of the two polynomials to `ring`.

For the degeneracies, `finrank_A_level` shows that the eigenspace is the span of the uniform vector, which is nonzero and so spans one dimension. `finrank_E_level` introduces the total amplitude as a linear functional `f` and identifies the eigenspace with its kernel. The functional takes every real value \(y\), for example on the state with \(y/3\) in each well, so its range has dimension one. Rank-nullity then gives \(3=1+2\).

In `symmetric_and_commutes_iff`, the hypotheses beginning with `c` are selected entries of \(RM=MR\), and those beginning with `s` express the symmetry of \(M\). The nine matrix entries are then compared one by one: `simp` simplifies each comparison, and `linarith` combines the hypotheses where something remains to be proved. The converse is checked entry by entry.

## One real, orthonormal state per well

The theorems concern a given \(3\times3\) matrix. They don't derive \(e\) and \(t\) from a torsional potential and a moment of inertia, and they put no bound on the error made by leaving out higher torsional states. When the barrier is low, the restriction to one localised state per well may be poor even though the symmetry is exact.

The ordinary eigenvalue equation presupposes that the localised states are orthonormal. If a code uses overlapping well functions, it has to solve a generalised eigenvalue problem or orthogonalise the functions first. In the formulas above, \(e\) and \(t\) then refer to symmetrically orthogonalised states; orthogonalising the functions one after another would treat the wells differently.

The matrix elements are real as well. A complex Hermitian matrix can commute with the rotation and still have three different levels, because its tunnelling elements may carry a phase around the ring. Coupling to overall rotation can produce such phases in the torsional matrix for a fixed nonzero angular momentum about the rotor axis, and the two E energies of that matrix shouldn't then be forced to agree.

Finally, the result is an exact statement about real numbers. A floating-point diagonaliser may return the two E energies with a small difference, and the tolerance for treating them as equal should allow for the errors of that routine and of the computed matrix elements.
